# Spin concurrence of a fermion pair from an unpolarized transverse virtual photon at tree level

An electron and a positron annihilate into a virtual photon, which turns into a heavier fermion and its antiparticle. The two fly apart back to back at an angle $t$ to the beam. How entangled are their spins, given their speed $b$ and the angle?

With $D=2-b^2\sin^2t$, the spin state has eigenvalues $0,0,(D-1)/D,1/D$ and Wootters concurrence $b^2\sin^2t/D$. This holds for single-photon exchange at tree level, with unpolarized beams along $z$ and negligible electron mass: the photon polarizations $x$ and $y$ then contribute incoherently with equal weight. Under these conditions, it gives a reference value for the concurrence computed from the spin correlations of simulated pairs with the same speed and flight direction.

Units have $c=1$ and fermion energy 1. Textbooks write $\beta$ for $b$, $\theta$ for $t$ and $1/\gamma$ for the mass-to-energy ratio $g=m/E$; here $g$ is not a coupling.

```lean
import Mathlib

open Matrix
open scoped Kronecker

namespace PairAnnihilationEntanglement

noncomputable section
```

## Spinors and the photon coupling

A real vector $v=(v_0,v_1,v_2)$, with components along $x,y,z$, has the spin matrix $\sigma\cdot v$.

```lean
/-- The spin matrix `v · σ` of a real vector `v`. -/
def sigma (v : Fin 3 → ℝ) : Matrix (Fin 2) (Fin 2) ℂ :=
  !![(v 2 : ℂ), v 0 - Complex.I * v 1; v 0 + Complex.I * v 1, -(v 2 : ℂ)]
```

For flight direction $n$, the Dirac spinors are, up to normalization,

$$u=\begin{pmatrix}1+g\\ b\,\sigma\cdot n\end{pmatrix},\qquad
\bar u'=\begin{pmatrix}-b\,\sigma\cdot n\\ 1+g\end{pmatrix},$$

where $\bar u'$ denotes the antifermion spinor, not a Dirac adjoint. Each is a $4\times2$ matrix with one column per spin state; `Fin 2 ⊕ Fin 2` labels the upper and lower Dirac components.

```lean
/-- Dirac spinors (one column per spin state, common normalization dropped) of a fermion with
energy 1, mass `g` and momentum `b n`. -/
def fermion (b g : ℝ) (n : Fin 3 → ℝ) : Matrix (Fin 2 ⊕ Fin 2) (Fin 2) ℂ :=
  fromRows (((1 + g : ℝ) : ℂ) • 1) ((b : ℂ) • sigma n)

/-- Dirac spinors of the antifermion with energy 1, mass `g` and the opposite momentum `-b n`. -/
def antifermion (b g : ℝ) (n : Fin 3 → ℝ) : Matrix (Fin 2 ⊕ Fin 2) (Fin 2) ℂ :=
  fromRows (-((b : ℂ) • sigma n)) (((1 + g : ℝ) : ℂ) • 1)
```

A photon of polarization $e$ couples through $e\cdot\alpha$, which exchanges upper and lower components.

```lean
/-- The Dirac matrix `e · α` that couples the pair to a photon of polarization `e`. -/
def alpha (e : Fin 3 → ℝ) : Matrix (Fin 2 ⊕ Fin 2) (Fin 2 ⊕ Fin 2) ℂ :=
  fromBlocks 0 (sigma e) (sigma e) 0
```

The spins see the polarization with its component along $n$ multiplied by $g$: $v=e-(1-g)(e\cdot n)n$.

```lean
/-- The photon polarization `e` as seen by the spins of the pair: its component along the flight
direction `n` is multiplied by `g`, for a unit vector `n`. -/
def polarization (g : ℝ) (n e : Fin 3 → ℝ) : Fin 3 → ℝ :=
  e - ((1 - g) * (e ⬝ᵥ n)) • n
```

## The two-spin state

An antifermion's spin label is related to its spinor column by charge conjugation, which contributes $i\sigma_2$, where $\sigma_2$ is the $y$ Pauli matrix. This convention enters through the definition of $\psi(v)$, whose amplitudes are the entries of

$$(\sigma\cdot v)\,i\sigma_2=\begin{pmatrix}-v_0+iv_1&v_2\\v_2&v_0+iv_1\end{pmatrix}.$$

The type `Fin 2 × Fin 2` labels the two spins.

```lean
/-- The spin vector of the pair, with the entries of `(v · σ) i σ₂` as amplitudes. -/
def psi (v : Fin 3 → ℝ) : Fin 2 × Fin 2 → ℂ :=
  fun s => (sigma v * !![0, 1; -1, 0] : Matrix (Fin 2) (Fin 2) ℂ) s.1 s.2
```

Two polarizations add incoherently, and division by the trace gives a density matrix:

$$\rho=\frac{\psi(v)\psi(v)^\dagger+\psi(w)\psi(w)^\dagger}{\operatorname{tr}(\cdots)}.$$

```lean
/-- The unnormalized incoherent sum of the spin states belonging to `v` and `w`. -/
def spinSum (v w : Fin 3 → ℝ) : Matrix (Fin 2 × Fin 2) (Fin 2 × Fin 2) ℂ :=
  vecMulVec (psi v) (star (psi v)) + vecMulVec (psi w) (star (psi w))

/-- The trace-normalized spin state of the pair, for `v` and `w` not both zero. -/
def pairState (v w : Fin 3 → ℝ) : Matrix (Fin 2 × Fin 2) (Fin 2 × Fin 2) ℂ :=
  (spinSum v w).trace⁻¹ • spinSum v w
```

The spin flip is $\tilde\rho=(\sigma_2\otimes\sigma_2)\rho^*(\sigma_2\otimes\sigma_2)$. If $\lambda_i$ are the square roots of the eigenvalues of $\rho\tilde\rho$, the concurrence is $\max(0,2\lambda_{\max}-\sum_i\lambda_i)$. Lean reads the eigenvalues as roots of the characteristic polynomial, with multiplicity.

```lean
/-- The spin flip `(σ₂ ⊗ σ₂) ρ* (σ₂ ⊗ σ₂)` of a two-spin state. -/
def spinFlip (ρ : Matrix (Fin 2 × Fin 2) (Fin 2 × Fin 2) ℂ) :
    Matrix (Fin 2 × Fin 2) (Fin 2 × Fin 2) ℂ :=
  (sigma ![0, 1, 0] ⊗ₖ sigma ![0, 1, 0]) * ρ.map star * (sigma ![0, 1, 0] ⊗ₖ sigma ![0, 1, 0])

/-- Wootters concurrence of a two-spin density matrix: the largest minus the other three square
roots of the eigenvalues of `ρ` times its spin flip, or zero if that is negative. -/
def concurrence (ρ : Matrix (Fin 2 × Fin 2) (Fin 2 × Fin 2) ℂ) : ℝ :=
  max 0 (2 * ((ρ * spinFlip ρ).charpoly.roots.map (fun z => √z.re)).fold max 0
    - ((ρ * spinFlip ρ).charpoly.roots.map (fun z => √z.re)).sum)
```

For annihilation, $n=(\sin t,0,\cos t)$ and the photon polarizations are $x$ and $y$. Their equal, incoherent weights stand for unpolarized beams with negligible electron mass. This step from the beams to the photon is put into the definition, not derived.

```lean
/-- The spin state of the pair produced at angle `t` to the beam (the z axis), summed over the
photon polarizations x and y. -/
def annihilationState (g t : ℝ) : Matrix (Fin 2 × Fin 2) (Fin 2 × Fin 2) ℂ :=
  pairState (polarization g ![Real.sin t, 0, Real.cos t] ![1, 0, 0])
    (polarization g ![Real.sin t, 0, Real.cos t] ![0, 1, 0])
```

## The current fixes the polarization vectors

Multiplying the blocks gives

$$u^\dagger(e\cdot\alpha)\bar u'=(1+g)^2\sigma\cdot e-b^2(\sigma\cdot n)(\sigma\cdot e)(\sigma\cdot n).$$

For unit $n$, the last product is $2(e\cdot n)\sigma\cdot n-\sigma\cdot e$. Since $b^2=(1-g)(1+g)$, the current becomes

$$2(1+g)\,\sigma\cdot\bigl[e-(1-g)(e\cdot n)n\bigr].$$

In the proof, `key` is the block product and `hs` the reflection identity, checked entry by entry; `module` collects the coefficients.

```lean
/-- For a unit flight direction `n` and `g² = 1 - b²`, the Dirac current of the pair along `e` is
proportional to the spin matrix of the vector `polarization g n e`. -/
theorem dirac_current (b g : ℝ) (n e : Fin 3 → ℝ) (hn : n ⬝ᵥ n = 1) (hg : g ^ 2 = 1 - b ^ 2) :
    (fermion b g n)ᴴ * alpha e * antifermion b g n
      = ((2 * (1 + g) : ℝ) : ℂ) • sigma (polarization g n e) := by
  have hH : (sigma n)ᴴ = sigma n := by
    ext i j
    fin_cases i <;> fin_cases j <;> apply Complex.ext <;> simp [sigma]
  have hlin : ∀ c : ℝ, sigma (e - c • n) = sigma e - (c : ℂ) • sigma n := by
    intro c
    ext i j
    fin_cases i <;> fin_cases j <;> simp [sigma] <;> ring
  -- reflection of a spin matrix by `n · σ`
  have hs : sigma n * sigma e * sigma n
      = ((2 * (e ⬝ᵥ n) : ℝ) : ℂ) • sigma n - ((n ⬝ᵥ n : ℝ) : ℂ) • sigma e := by
    ext i j
    fin_cases i <;> fin_cases j <;> apply Complex.ext <;>
      simp [sigma, Matrix.mul_apply, Fin.sum_univ_two, dotProduct, Fin.sum_univ_three] <;> ring
  have key : (fermion b g n)ᴴ * alpha e * antifermion b g n
      = (((1 + g : ℝ) : ℂ) ^ 2) • sigma e - ((b : ℂ) ^ 2) • (sigma n * sigma e * sigma n) := by
    simp only [fermion, antifermion, alpha, conjTranspose_fromRows_eq_fromCols_conjTranspose,
      fromCols_mul_fromBlocks, fromCols_mul_fromRows, conjTranspose_smul, conjTranspose_one, hH,
      Complex.star_def, Complex.conj_ofReal, Matrix.smul_mul, Matrix.mul_smul, Matrix.one_mul,
      Matrix.mul_one, Matrix.mul_neg, Matrix.mul_zero, zero_add, add_zero]
    module
  have hb : (b : ℂ) ^ 2 = 1 - (g : ℂ) ^ 2 := by
    exact_mod_cast (by linarith : b ^ 2 = 1 - g ^ 2)
  rw [key, hs, hn, polarization, hlin, hb]
  push_cast
  module
```

## Overlaps and spin-flip symmetry

Because $i\sigma_2$ is unitary,

$$\langle\psi(v),\psi(w)\rangle=\operatorname{tr}[(\sigma\cdot v)(\sigma\cdot w)]=2v\cdot w.$$

```lean
/-- The overlap of two spin vectors is twice the scalar product of their real vectors. -/
theorem psi_inner (v w : Fin 3 → ℝ) :
    star (psi v) ⬝ᵥ psi w = ((2 * (v ⬝ᵥ w) : ℝ) : ℂ) := by
  apply Complex.ext <;>
    simp [psi, sigma, dotProduct, Fintype.sum_prod_type, Fin.sum_univ_two, Fin.sum_univ_three,
      Matrix.mul_apply] <;> ring
```

The trace of the spin sum is therefore $2(|v|^2+|w|^2)$.

```lean
/-- The total weight of the spin sum is twice the sum of the squared lengths of `v` and `w`. -/
theorem spinSum_trace (v w : Fin 3 → ℝ) :
    (spinSum v w).trace = ((2 * (v ⬝ᵥ v + w ⬝ᵥ w) : ℝ) : ℂ) := by
  rw [spinSum, trace_add, trace_vecMulVec, trace_vecMulVec, dotProduct_comm (psi v),
    dotProduct_comm (psi w), psi_inner, psi_inner]
  push_cast
  ring
```

For real $v$, $\sigma_2(\sigma\cdot v)^*=-(\sigma\cdot v)\sigma_2$, so $(\sigma_2\otimes\sigma_2)\psi(v)^*=\psi(v)$. Each projector is unchanged by the flip, hence $\tilde\rho=\rho$. The facts `h1` and `h2` act on the column and row vectors; `hmap` conjugates the state.

```lean
/-- The spin state built from two real vectors is invariant under the spin flip. -/
theorem pairState_spinFlip (v w : Fin 3 → ℝ) : spinFlip (pairState v w) = pairState v w := by
  have h1 : ∀ u, (sigma ![0, 1, 0] ⊗ₖ sigma ![0, 1, 0]) *ᵥ star (psi u) = psi u := by
    intro u
    ext ⟨i, j⟩
    fin_cases i <;> fin_cases j <;> apply Complex.ext <;>
      simp [psi, sigma, mulVec, dotProduct, Fintype.sum_prod_type, Fin.sum_univ_two,
        Matrix.mul_apply]
  have h2 : ∀ u, psi u ᵥ* (sigma ![0, 1, 0] ⊗ₖ sigma ![0, 1, 0]) = star (psi u) := by
    intro u
    ext ⟨i, j⟩
    fin_cases i <;> fin_cases j <;> apply Complex.ext <;>
      simp [psi, sigma, vecMul, dotProduct, Fintype.sum_prod_type, Fin.sum_univ_two,
        Matrix.mul_apply]
  have hmap : (pairState v w).map star = (spinSum v w).trace⁻¹ •
      (vecMulVec (star (psi v)) (psi v) + vecMulVec (star (psi w)) (psi w)) := by
    have hc : (starRingEnd ℂ) 2 = 2 := map_ofNat (starRingEnd ℂ) 2
    rw [pairState, spinSum_trace]
    ext s r
    simp [spinSum, vecMulVec_apply]
    rw [hc]
    ring
  rw [spinFlip, hmap, Matrix.mul_smul, Matrix.smul_mul, Matrix.mul_add, Matrix.add_mul,
    mul_vecMulVec, mul_vecMulVec, vecMulVec_mul, vecMulVec_mul, h1, h1, h2, h2]
  rfl
```

## Eigenvalues from a two-level matrix

For $A$ of size $4\times2$ and $B$ of size $2\times4$, the characteristic polynomials satisfy $X^2\chi_{AB}=X^4\chi_{BA}$. Cancelling $X^2$ shows that $AB$ has the two eigenvalues of $BA$ and two zeros.

```lean
/-- If `B A` is diagonal with entries `x, y`, the two-spin matrix `A B` has the eigenvalues
`0, 0, x, y`, counted with multiplicity. -/
theorem roots_of_factor (A : Matrix (Fin 2 × Fin 2) (Fin 2) ℂ)
    (B : Matrix (Fin 2) (Fin 2 × Fin 2) ℂ) (x y : ℂ) (h : B * A = diagonal ![x, y]) :
    (A * B).charpoly.roots = {0, 0, x, y} := by
  have h2 : (diagonal ![x, y]).charpoly
      = (Polynomial.X - Polynomial.C x) * (Polynomial.X - Polynomial.C y) := by
    simp [Matrix.charpoly]
  have h3 := Matrix.charpoly_mul_comm' A B
  rw [h, h2, Fintype.card_prod, Fintype.card_fin] at h3
  have h4 : (A * B).charpoly
      = (({0, 0, x, y} : Multiset ℂ).map (fun a => Polynomial.X - Polynomial.C a)).prod := by
    apply mul_left_cancel₀ (pow_ne_zero 2 (Polynomial.X_ne_zero (R := ℂ)))
    rw [h3]
    simp only [Multiset.insert_eq_cons, Multiset.map_cons, Multiset.map_singleton,
      Multiset.prod_cons, Multiset.prod_singleton, map_zero, sub_zero]
    ring
  rw [h4, Polynomial.roots_multiset_prod_X_sub_C]
```

Let $A$ have columns $\psi(v),\psi(w)$, and let $B=A^\dagger/[2(|v|^2+|w|^2)]$. Then $AB=\rho$. If $v\cdot w=0$, the Gram matrix $A^\dagger A$ is diagonal, and

$$BA=\operatorname{diag}(q,p),\quad q=\frac{|v|^2}{|v|^2+|w|^2},\quad p=\frac{|w|^2}{|v|^2+|w|^2}.$$

```lean
/-- For orthogonal `v` and `w`, not both zero, the spin state factors through a two-level system
in which it is diagonal, with the relative squared lengths of `v` and `w` as entries. -/
theorem pairState_factor (v w : Fin 3 → ℝ) (hvw : v ⬝ᵥ w = 0) (hN : 0 < v ⬝ᵥ v + w ⬝ᵥ w) :
    ∃ (A : Matrix (Fin 2 × Fin 2) (Fin 2) ℂ) (B : Matrix (Fin 2) (Fin 2 × Fin 2) ℂ),
      pairState v w = A * B ∧ B * A = diagonal ![((v ⬝ᵥ v / (v ⬝ᵥ v + w ⬝ᵥ w) : ℝ) : ℂ),
        ((w ⬝ᵥ w / (v ⬝ᵥ v + w ⬝ᵥ w) : ℝ) : ℂ)] := by
  let A : Matrix (Fin 2 × Fin 2) (Fin 2) ℂ := of fun s j => psi (![v, w] j) s
  have hA : A * Aᴴ = spinSum v w := by
    ext s r
    simp [A, spinSum, Matrix.mul_apply, Fin.sum_univ_two, vecMulVec_apply]
  -- the Gram matrix of the two spin vectors
  have hG : Aᴴ * A = diagonal ![((2 * (v ⬝ᵥ v) : ℝ) : ℂ), ((2 * (w ⬝ᵥ w) : ℝ) : ℂ)] := by
    ext i j
    have h : (Aᴴ * A) i j = star (psi (![v, w] i)) ⬝ᵥ psi (![v, w] j) := rfl
    rw [h, psi_inner]
    have hwv : w ⬝ᵥ v = 0 := by rw [dotProduct_comm, hvw]
    fin_cases i <;> fin_cases j <;> simp [hvw, hwv]
  have hN' := hN.ne'
  have hq : ∀ a : ℝ, (2 * (v ⬝ᵥ v + w ⬝ᵥ w))⁻¹ * (2 * a) = a / (v ⬝ᵥ v + w ⬝ᵥ w) := by
    intro a
    field_simp
  refine ⟨A, (((2 * (v ⬝ᵥ v + w ⬝ᵥ w))⁻¹ : ℝ) : ℂ) • Aᴴ, ?_, ?_⟩
  · rw [Matrix.mul_smul, hA, pairState, spinSum_trace, Complex.ofReal_inv]
  · rw [Matrix.smul_mul, hG, ← diagonal_smul, ← hq, ← hq]
    congr 1
    funext i
    fin_cases i <;> simp
```

Spin-flip symmetry gives $\rho\tilde\rho=\rho^2$, with eigenvalues $0,0,q^2,p^2$. Their square roots give $2\max(q,p)-(q+p)=|q-p|=|1-2p|$. Lean writes $x,y$ for $q,p$ and treats the two orderings separately.

```lean
/-- For orthogonal `v` and `w`, not both zero, the concurrence is `|1 - 2p|`, where `p` is the
relative squared length of `w`. -/
theorem pairState_concurrence (v w : Fin 3 → ℝ) (hvw : v ⬝ᵥ w = 0)
    (hN : 0 < v ⬝ᵥ v + w ⬝ᵥ w) :
    concurrence (pairState v w) = |1 - 2 * (w ⬝ᵥ w / (v ⬝ᵥ v + w ⬝ᵥ w))| := by
  obtain ⟨A, B, h1, h2⟩ := pairState_factor v w hvw hN
  have hpos : ∀ u : Fin 3 → ℝ, 0 ≤ u ⬝ᵥ u := fun u =>
    Finset.sum_nonneg fun i _ => mul_self_nonneg (u i)
  have hx := div_nonneg (hpos v) hN.le
  have hy := div_nonneg (hpos w) hN.le
  have hxy : v ⬝ᵥ v / (v ⬝ᵥ v + w ⬝ᵥ w) + w ⬝ᵥ w / (v ⬝ᵥ v + w ⬝ᵥ w) = 1 := by
    rw [← add_div, div_self hN.ne']
  generalize v ⬝ᵥ v / (v ⬝ᵥ v + w ⬝ᵥ w) = x at *
  generalize w ⬝ᵥ w / (v ⬝ᵥ v + w ⬝ᵥ w) = y at *
  -- by spin-flip invariance the relevant matrix is the square of the state
  have hr : (pairState v w * spinFlip (pairState v w)).charpoly.roots
      = {0, 0, ((x ^ 2 : ℝ) : ℂ), ((y ^ 2 : ℝ) : ℂ)} := by
    rw [pairState_spinFlip, h1, Matrix.mul_assoc]
    apply roots_of_factor
    have h3 : B * (A * B) * A = (B * A) * (B * A) := by simp only [Matrix.mul_assoc]
    rw [h3, h2, diagonal_mul_diagonal]
    congr 1
    funext i
    fin_cases i <;> simp [pow_two]
  simp only [concurrence, hr, Multiset.insert_eq_cons, Multiset.map_cons, Multiset.map_singleton,
    Multiset.fold_cons_left, Multiset.fold_singleton, Multiset.sum_cons, Multiset.sum_singleton,
    Complex.zero_re, Complex.ofReal_re, Real.sqrt_zero, Real.sqrt_sq hx, Real.sqrt_sq hy]
  rw [max_eq_left hy]
  rcases le_total x y with h | h
  · rw [max_eq_right h, max_eq_right hy, max_eq_right hy, abs_of_nonpos (by linarith),
      max_eq_right (by linarith)]
    linarith
  · rw [max_eq_left h, max_eq_right hx, max_eq_right hx, abs_of_nonneg (by linarith),
      max_eq_right (by linarith)]
    linarith
```

## The annihilation formula

For $y$ polarization, $e\cdot n=0$, so $w=e_y$ and $|w|^2=1$. For $x$ polarization, $v$ lies in the $xz$ plane, so $v\cdot w=0$, and

$$|v|^2=1-2(1-g)\sin^2t+(1-g)^2\sin^2t=1-b^2\sin^2t.$$

The `linear_combination` step uses $\sin^2t+\cos^2t=1$ and $g^2=1-b^2$.

```lean
/-- With `g² = 1 - b²`, the vectors for x and y polarization are orthogonal, with squared lengths
`1 - b² sin² t` and `1`. -/
theorem polarization_gram (b g t : ℝ) (hg : g ^ 2 = 1 - b ^ 2) :
    let v := polarization g ![Real.sin t, 0, Real.cos t] ![1, 0, 0]
    let w := polarization g ![Real.sin t, 0, Real.cos t] ![0, 1, 0]
    v ⬝ᵥ v = 1 - b ^ 2 * Real.sin t ^ 2 ∧ w ⬝ᵥ w = 1 ∧ v ⬝ᵥ w = 0 := by
  refine ⟨?_, ?_, ?_⟩
  · simp [polarization, dotProduct, Fin.sum_univ_three]
    linear_combination (1 - g) ^ 2 * Real.sin t ^ 2 * Real.sin_sq_add_cos_sq t
      + Real.sin t ^ 2 * hg
  · simp [polarization, dotProduct, Fin.sum_univ_three]
  · simp [polarization, dotProduct, Fin.sum_univ_three]
```

Thus $|v|^2+|w|^2=D$, $q=(D-1)/D$ and $p=1/D$. The concurrence is $|1-2/D|=(2-D)/D=b^2\sin^2t/D$.

The theorem assumes only $g^2=1-b^2$, the energy-momentum relation in these units. This forces $b^2\le1$, so $D\ge1$ and the normalization is safe; the massless limit $b=1$ is included. Its three conclusions are spin-flip invariance, the eigenvalues and the concurrence.

```lean
/-- For a pair of speed `b` and mass-to-energy ratio `g`, `g² = 1 - b²`, produced at angle `t`, the
spin state is spin-flip invariant, has eigenvalues `0, 0, (D - 1)/D, 1/D` with
`D = 2 - b² sin² t`, and has concurrence `b² sin² t / D`. -/
theorem annihilation_entanglement (b g t : ℝ) (hg : g ^ 2 = 1 - b ^ 2) :
    spinFlip (annihilationState g t) = annihilationState g t ∧
    (annihilationState g t).charpoly.roots =
      {0, 0, (((1 - b ^ 2 * Real.sin t ^ 2) / (2 - b ^ 2 * Real.sin t ^ 2) : ℝ) : ℂ),
        ((1 / (2 - b ^ 2 * Real.sin t ^ 2) : ℝ) : ℂ)} ∧
    concurrence (annihilationState g t)
      = b ^ 2 * Real.sin t ^ 2 / (2 - b ^ 2 * Real.sin t ^ 2) := by
  obtain ⟨hv, hw, hvw⟩ := polarization_gram b g t hg
  have hle : b ^ 2 * Real.sin t ^ 2 ≤ 1 := by
    nlinarith [sq_nonneg g, mul_nonneg (sq_nonneg b) (sub_nonneg.2 (Real.sin_sq_le_one t))]
  have hD : 0 < 2 - b ^ 2 * Real.sin t ^ 2 := by linarith
  have hsum : 1 - b ^ 2 * Real.sin t ^ 2 + 1 = 2 - b ^ 2 * Real.sin t ^ 2 := by ring
  have hN := lt_of_lt_of_eq hD
    (hsum.symm.trans (congrArg₂ (fun x y : ℝ => x + y) hv hw).symm)
  refine ⟨pairState_spinFlip _ _, ?_, ?_⟩
  · obtain ⟨A, B, h1, h2⟩ := pairState_factor _ _ hvw hN
    rw [hv, hw, hsum] at h2
    rw [annihilationState, h1]
    exact roots_of_factor A B _ _ h2
  · rw [annihilationState, pairState_concurrence _ _ hvw hN, hv, hw, hsum]
    have h : 1 - 2 * (1 / (2 - b ^ 2 * Real.sin t ^ 2))
        = -(b ^ 2 * Real.sin t ^ 2 / (2 - b ^ 2 * Real.sin t ^ 2)) := by
      have hD' := hD.ne'
      rw [eq_neg_iff_add_eq_zero]
      field_simp
      ring
    rw [h, abs_neg, abs_of_nonneg (div_nonneg (by positivity) hD.le)]
```

Take $b=4/5$, $g=3/5$ and $t=\pi/2$. Then $v=\tfrac35e_x$ and $w=e_y$, with squared lengths $9/25$ and $1$. The nonzero eigenvalues are $9/34$ and $25/34$, and the concurrence is $16/34=8/17$.

Now keep $b=4/5$ and $t=\pi/2$ but set $g=1$, violating the energy-momentum relation. The vectors become $e_x$ and $e_y$, of equal length, and the concurrence is $0$ instead of $8/17$. The ranges $0\le b<1$ and $0<g\le1$ alone are therefore not enough for the formula.

## Angles with no entanglement and with the most

The numerator $b^2\sin^2t$ vanishes exactly when $b=0$ or $\sin t=0$: at threshold or along the beam axis. Since $s/(2-s)$ increases for $0\le s\le1$, the largest concurrence at fixed $b$ is $b^2/(2-b^2)$, reached at right angles. Lean proves the bound by cross-multiplying the positive denominators.

```lean
/-- With `g² = 1 - b²`, the concurrence vanishes exactly for pairs at rest or emitted along the
beam axis, and at every angle it is at most its value `b²/(2 - b²)` at right angles. -/
theorem concurrence_range (b g t : ℝ) (hg : g ^ 2 = 1 - b ^ 2) :
    (concurrence (annihilationState g t) = 0 ↔ b = 0 ∨ Real.sin t = 0) ∧
    concurrence (annihilationState g t) ≤ b ^ 2 / (2 - b ^ 2) ∧
    concurrence (annihilationState g (Real.pi / 2)) = b ^ 2 / (2 - b ^ 2) := by
  have hs := mul_nonneg (sq_nonneg b) (sub_nonneg.2 (Real.sin_sq_le_one t))
  have hb : 0 < 2 - b ^ 2 := by nlinarith [sq_nonneg g]
  have hD : 0 < 2 - b ^ 2 * Real.sin t ^ 2 := by nlinarith
  rw [(annihilation_entanglement b g t hg).2.2,
    (annihilation_entanglement b g (Real.pi / 2) hg).2.2]
  refine ⟨?_, ?_, ?_⟩
  · rw [div_eq_zero_iff, or_iff_left hD.ne', mul_eq_zero, sq_eq_zero_iff, sq_eq_zero_iff]
  · rw [div_le_div_iff₀ hD hb]
    nlinarith
  · rw [Real.sin_pi_div_two, one_pow, mul_one]

end

end PairAnnihilationEntanglement
```

```lean
#print axioms PairAnnihilationEntanglement.dirac_current
#print axioms PairAnnihilationEntanglement.pairState_concurrence
#print axioms PairAnnihilationEntanglement.concurrence_range
```

```
'PairAnnihilationEntanglement.dirac_current' depends on axioms: [propext, Classical.choice, Quot.sound]
'PairAnnihilationEntanglement.pairState_concurrence' depends on axioms: [propext, Classical.choice, Quot.sound]
'PairAnnihilationEntanglement.concurrence_range' depends on axioms: [propext, Classical.choice, Quot.sound]
```
